# The plane-wave form factor of a Hermite Gaussian in one dimension

## Definitions and conventions

```lean
import Mathlib

open MeasureTheory Complex Polynomial GaussianFourier
open scoped Real

namespace HermiteGaussianFormFactor

noncomputable section
```

Here `I` is \(i\), `cexp` is the complex exponential, and `ℝ[X]` is the type of real polynomials.

```lean
/-- The Gaussian `exp(-p (x - P)²)` with exponent `p` and centre `P`. -/
def gauss (p P x : ℝ) : ℝ := Real.exp (-p * (x - P) ^ 2)
```

This is \(g(x)=e^{-p(x-P)^2}\), with real exponent \(p\), centre \(P\) and coordinate \(x\). It is unnormalised: for \(p>0\) its integral is \(\sqrt{\pi/p}\), and the Gaussian of unit integral is \(\sqrt{p/\pi}\,g\).

```lean
/-- The `t`-th derivative of the Gaussian with respect to the coordinate `x`. -/
def dGauss (p P : ℝ) (t : ℕ) : ℝ → ℝ := iteratedDeriv t (gauss p P)
```

`iteratedDeriv t` differentiates \(t\) times, for a natural number \(t\). Since `gauss p P` still awaits its last argument \(x\), this is \(g^{(t)}=\partial_x^t g\), with \(g^{(0)}=g\).

```lean
/-- The Hermite Gaussian: the `t`-th derivative of the Gaussian with respect to its centre. -/
def hermiteGauss (p P : ℝ) (t : ℕ) (x : ℝ) : ℝ := iteratedDeriv t (fun Q => gauss p Q x) P
```

In `fun Q => gauss p Q x` the coordinate is fixed and the centre \(Q\) varies. Differentiating \(t\) times and setting \(Q=P\) gives the Hermite Gaussian \(\Lambda_t(x)=\partial_P^t\,e^{-p(x-P)^2}\).

```lean
/-- The plane wave `exp(-i k x)`. -/
def planeWave (k x : ℝ) : ℂ := cexp (-(I * k * x))
```

The plane wave is \(e^{-ikx}\) with real wave number \(k\).

```lean
/-- The form factor of a real function: the integral over the line of `exp(-i k x) f(x)`. -/
def formFactor (k : ℝ) (f : ℝ → ℝ) : ℂ := ∫ x : ℝ, planeWave k x * (f x : ℂ)
```

For a real function \(f\), the form factor is the Lebesgue integral
\[ F_k[f]=\int_{-\infty}^{\infty} e^{-ikx} f(x)\,dx, \]
with no factor \(1/\sqrt{2\pi}\). The cast `(f x : ℂ)` views the real value as complex.

```lean
/-- The polynomials `q₀ = 1`, `qₜ₊₁(u) = qₜ'(u) - 2 p u qₜ(u)`. -/
def prefactor (p : ℝ) : ℕ → ℝ[X]
  | 0 => 1
  | t + 1 => derivative (prefactor p t) - C (2 * p) * X * prefactor p t
```

The polynomials \(q_t\) in a variable \(u\), written `X`, obey \(q_0=1\) and \(q_{t+1}=q_t'-2pu\,q_t\), where `C (2 * p)` is the constant \(2p\). Thus \(q_1=-2pu\) and \(q_2=4p^2u^2-2p\). The file does not relate them to the Hermite polynomials, and the proof does not need that.

## Derivatives and integrability

```lean
/-- The derivative of `q(u) exp(-p u²)` is `(q'(u) - 2 p u q(u)) exp(-p u²)`. -/
theorem hasDerivAt_poly_gauss (p : ℝ) (q : ℝ[X]) (u : ℝ) :
    HasDerivAt (fun u : ℝ => q.eval u * Real.exp (-p * u ^ 2))
      ((derivative q - C (2 * p) * X * q).eval u * Real.exp (-p * u ^ 2)) u := by
  have h1 : HasDerivAt (fun u : ℝ => -p * u ^ 2) (-p * (2 * u)) u :=
    ((hasDerivAt_pow 2 u).const_mul (-p)).congr_deriv (by norm_num)
  have h2 := (q.hasDerivAt u).fun_mul h1.exp
  refine h2.congr_deriv ?_
  simp only [eval_sub, eval_mul, eval_C, eval_X]
  ring
```

`HasDerivAt f a u` says that \(f\) is differentiable at \(u\) with derivative \(a\). For any polynomial \(q\),
\[ \frac{d}{du}\left[q\,e^{-pu^2}\right]=q'e^{-pu^2}+q\,(-2pu)\,e^{-pu^2}=(q'-2pu\,q)\,e^{-pu^2}. \]
`h1` differentiates the exponent, `h1.exp` is the chain rule and `fun_mul` the product rule.

```lean
/-- The `t`-th `x`-derivative of the Gaussian is `qₜ(x - P)` times the Gaussian. -/
theorem dGauss_eq (p P : ℝ) (t : ℕ) :
    dGauss p P t = fun x => (prefactor p t).eval (x - P) * gauss p P x := by
  induction t with
  | zero => funext x; simp [dGauss, prefactor]
  | succ t ih =>
    unfold dGauss at ih ⊢
    rw [iteratedDeriv_succ, ih]
    funext x
    have h := HasDerivAt.comp_sub_const x P (hasDerivAt_poly_gauss p (prefactor p t) (x - P))
    exact h.deriv
```

This says \(g^{(t)}(x)=q_t(x-P)\,g(x)\) for every real \(p\). At \(t=0\) it reads \(g=g\). The inductive step applies the previous lemma to \(q_t\) at \(u=x-P\); since \(du/dx=1\) (`comp_sub_const`), the new polynomial is \(q_{t+1}\).

```lean
/-- For `p > 0` every `x`-derivative of the Gaussian is integrable over the line. -/
theorem integrable_dGauss {p : ℝ} (hp : 0 < p) (P : ℝ) (t : ℕ) : Integrable (dGauss p P t) := by
  -- any polynomial times a centred Gaussian is integrable
  have key : ∀ q : ℝ[X], Integrable (fun u : ℝ => q.eval u * Real.exp (-p * u ^ 2)) := by
    intro q
    refine Polynomial.induction_on' q ?_ ?_
    · intro q r hq hr
      refine (hq.add hr).congr (ae_of_all _ fun u => ?_)
      simp only [Pi.add_apply, eval_add, add_mul]
    · intro n a
      have hn : (-1 : ℝ) < (n : ℝ) := by
        have := Nat.cast_nonneg (α := ℝ) n
        linarith
      refine ((integrable_rpow_mul_exp_neg_mul_sq hp hn).const_mul a).congr
        (ae_of_all _ fun u => ?_)
      simp only [Real.rpow_natCast, eval_monomial]
      ring
  rw [dGauss_eq]
  exact (key (prefactor p t)).comp_sub_right P
```

`Integrable` means absolutely integrable, and `hp` is the hypothesis \(p>0\). By hand, \(|u|^n e^{-pu^2}\) has a finite integral for each natural \(n\), and a polynomial is a finite sum of monomials. In `key`, `Polynomial.induction_on'` reduces the claim to sums and monomials, Mathlib supplies the monomial case, and `comp_sub_right` shifts \(u\) to \(x-P\).

```lean
/-- An integrable function remains integrable after multiplication by a plane wave. -/
theorem integrable_planeWave_mul (k : ℝ) {f : ℝ → ℝ} (hf : Integrable f) :
    Integrable (fun x : ℝ => planeWave k x * (f x : ℂ)) := by
  have hc : Integrable (fun x : ℝ => ((f x : ℝ) : ℂ)) := hf.ofReal
  have hm : Continuous (planeWave k) := by
    show Continuous fun x : ℝ => cexp (-(I * k * x))
    fun_prop
  refine hc.mono (hm.aestronglyMeasurable.mul hc.aestronglyMeasurable)
    (ae_of_all _ fun x => ?_)
  have h1 : ‖planeWave k x‖ = 1 := by
    unfold planeWave
    rw [Complex.norm_exp]
    simp
  show ‖planeWave k x * (f x : ℂ)‖ ≤ ‖(f x : ℂ)‖
  exact le_of_eq (by rw [norm_mul, h1, one_mul])
```

Because \(|e^{-ikx}|=1\) (`h1`), one has \(|e^{-ikx}f(x)|=|f(x)|\), so \(e^{-ikx}f\) is integrable whenever \(f\) is.

## Integration by parts

```lean
/-- Integration by parts: if `f` has derivative `f'` everywhere and both are integrable,
the form factor of `f'` is `i k` times the form factor of `f`. -/
theorem formFactor_deriv (k : ℝ) {f f' : ℝ → ℝ} (hf : ∀ x, HasDerivAt f (f' x) x)
    (hi : Integrable f) (hi' : Integrable f') :
    formFactor k f' = I * k * formFactor k f := by
  have i0 := integrable_planeWave_mul k hi
  have i1 := integrable_planeWave_mul k hi'
  have hd : ∀ x : ℝ, HasDerivAt (fun x : ℝ => planeWave k x * (f x : ℂ))
      (planeWave k x * (f' x : ℂ) - I * k * (planeWave k x * (f x : ℂ))) x := by
    intro x
    have h0 : HasDerivAt (fun y : ℝ => (y : ℂ)) ((1 : ℝ) : ℂ) x :=
      (hasDerivAt_id' x).ofReal_comp
    have h1 := (h0.const_mul (I * (k : ℂ))).fun_neg.cexp
    have h2 := h1.fun_mul (hf x).ofReal_comp
    refine h2.congr_deriv ?_
    unfold planeWave
    push_cast
    ring
  -- the total derivative integrates to zero: no boundary term
  have hz : ∫ x : ℝ, (planeWave k x * (f' x : ℂ) - I * k * (planeWave k x * (f x : ℂ))) = 0 :=
    integral_eq_zero_of_hasDerivAt_of_integrable hd (i1.sub (i0.const_mul _)) i0
  rw [integral_sub i1 (i0.const_mul _), integral_const_mul] at hz
  exact sub_eq_zero.mp hz
```

`f'` is a second function, which `hf` declares to be the derivative of \(f\) at every point; `hi` and `hi'` say that both are integrable. The conclusion is \(F_k[f']=ik\,F_k[f]\). By hand,
\[ \frac{d}{dx}\left[e^{-ikx}f\right]=e^{-ikx}f'-ik\,e^{-ikx}f, \]
which is `hd`. An integrable function with integrable derivative tends to zero at both ends, so the left side integrates to zero (`hz`), leaving \(0=F_k[f']-ik\,F_k[f]\).

Without `hi` the boundary term can survive. Take \(f=\arctan x\), \(f'=1/(1+x^2)\) and \(k=0\). Then `hf` and `hi'` hold and \(F_0[f']=\pi\), whereas the right side carries the factor \(ik=0\).

## The Gaussian and its derivatives

```lean
/-- For `p > 0` the form factor of the Gaussian is `√(π/p) exp(-k²/(4p) - i k P)`. -/
theorem formFactor_gauss {p : ℝ} (hp : 0 < p) (P k : ℝ) :
    formFactor k (gauss p P) =
      (Real.sqrt (π / p) : ℂ) * cexp (-(k : ℂ) ^ 2 / (4 * p) - I * k * P) := by
  have hb : (-(p : ℂ)).re < 0 := by simpa using hp
  have hp' : (p : ℂ) ≠ 0 := by exact_mod_cast hp.ne'
  have hI : (fun x : ℝ => planeWave k x * (gauss p P x : ℂ)) = fun x : ℝ =>
      cexp (-(p : ℂ) * (x : ℂ) ^ 2 + (2 * (p : ℂ) * P - I * k) * x + -((p : ℂ) * P ^ 2)) := by
    funext x
    unfold planeWave gauss
    rw [Complex.ofReal_exp, ← Complex.exp_add]
    congr 1
    push_cast
    ring
  have h0 : 0 ≤ π / p := by positivity
  have hs : ((π : ℂ) / -(-(p : ℂ))) ^ (1 / 2 : ℂ) = (Real.sqrt (π / p) : ℂ) := by
    rw [neg_neg, Real.sqrt_eq_rpow, Complex.ofReal_cpow h0]
    simp
  -- completing the square
  have hc : (2 * (p : ℂ) * P - I * k) ^ 2
      = (4 * -(p : ℂ)) * (-((p : ℂ) * P ^ 2) + I * k * P) - (k : ℂ) ^ 2 := by
    linear_combination (k : ℂ) ^ 2 * Complex.I_sq
  have he : -((p : ℂ) * P ^ 2) - (2 * (p : ℂ) * P - I * k) ^ 2 / (4 * -(p : ℂ))
      = -(k : ℂ) ^ 2 / (4 * p) - I * k * P := by
    rw [hc]
    field_simp
    ring
  unfold formFactor
  rw [hI, integral_cexp_quadratic hb, hs, he]
```

The statement is \(F_k[g]=\sqrt{\pi/p}\;e^{-k^2/(4p)-ikP}\), where `-(k : ℂ) ^ 2` means \(-(k^2)\). By hand, put \(u=x-P\) and complete the square:
\[ -pu^2-ik(u+P)=-p\left(u+\frac{ik}{2p}\right)^2-\frac{k^2}{4p}-ikP. \]
The integrand is entire and decays for \(p>0\), so the contour shifts back to the real axis, where \(\int e^{-pu^2}du=\sqrt{\pi/p}\). The proof takes this step from Mathlib's `integral_cexp_quadratic`: for complex \(b,c,d\) with \(\operatorname{Re}b<0\),
\[ \int e^{bx^2+cx+d}\,dx=\left(\frac{\pi}{-b}\right)^{1/2}e^{\,d-c^2/(4b)}. \]
`hI` brings the integrand to this form with \(b=-p\), \(c=2pP-ik\), \(d=-pP^2\), and `hs` identifies the complex power with the real root. Using \(i^2=-1\), `hc` expands \(c^2=4p^2P^2-4ipPk-k^2\), and `he` concludes \(d+c^2/(4p)=-k^2/(4p)-ikP\).

```lean
/-- For `p > 0` the form factor of the `t`-th `x`-derivative of the Gaussian is
`(i k)ᵗ √(π/p) exp(-k²/(4p) - i k P)`. -/
theorem formFactor_dGauss {p : ℝ} (hp : 0 < p) (P k : ℝ) (t : ℕ) :
    formFactor k (dGauss p P t) =
      (I * k) ^ t * (Real.sqrt (π / p) : ℂ) * cexp (-(k : ℂ) ^ 2 / (4 * p) - I * k * P) := by
  induction t with
  | zero =>
    have h : dGauss p P 0 = gauss p P := iteratedDeriv_zero
    rw [h, formFactor_gauss hp, pow_zero, one_mul]
  | succ t ih =>
    have hd : ∀ x, HasDerivAt (dGauss p P t) (dGauss p P (t + 1) x) x := by
      intro x
      rw [dGauss_eq p P t, dGauss_eq p P (t + 1)]
      have h := HasDerivAt.comp_sub_const x P (hasDerivAt_poly_gauss p (prefactor p t) (x - P))
      exact h
    -- each derivative brings down one factor i k
    rw [formFactor_deriv k hd (integrable_dGauss hp P t) (integrable_dGauss hp P (t + 1)), ih]
    ring
```

This is the main result: for \(p>0\), real \(P,k\) and natural \(t\),
\[ \int_{-\infty}^{\infty} e^{-ikx}\,\partial_x^t e^{-p(x-P)^2}dx=(ik)^t\sqrt{\frac{\pi}{p}}\;e^{-k^2/(4p)-ikP}. \]
For the Gaussian of unit integral the root drops out. The case \(t=0\) is the previous theorem, with \((ik)^0=1\) also at \(k=0\). In the step, `hd` shows that \(g^{(t+1)}\) is the derivative of \(g^{(t)}\) everywhere, both are integrable, and integration by parts gives \(F_k[g^{(t+1)}]=ik\,F_k[g^{(t)}]\). For \(p\le 0\) the equation would degenerate to \(0=0\), since Lean sets \(\pi/0\), the root of a negative number and the integral of a non-integrable function to zero (for \(p=0\), \(t\ge 1\) the left side vanishes simply because the derivative of a constant is zero); `hp` keeps both sides meaningful.

For \(p=1\), \(P=0\), \(t=1\), \(k=2\) the formula gives \(2i\sqrt{\pi}\,e^{-1}\approx 1.304\,i\). Directly, \(g^{(1)}=-2xe^{-x^2}\) is odd, so only \(-i\sin 2x\) contributes and
\[ F_2[g^{(1)}]=i\int 2x\,e^{-x^2}\sin 2x\,dx=2i\int e^{-x^2}\cos 2x\,dx=2i\sqrt{\pi}\,e^{-1}. \]

## Derivatives with respect to the centre

```lean
/-- The `t`-th centre derivative of the Gaussian is `(-1)ᵗ` times its `t`-th `x`-derivative. -/
theorem hermiteGauss_eq (p P : ℝ) (t : ℕ) (x : ℝ) :
    hermiteGauss p P t x = (-1) ^ t * dGauss p P t x := by
  have key : iteratedDeriv t (fun Q => gauss p Q x)
      = fun Q => (-1) ^ t * ((prefactor p t).eval (x - Q) * gauss p Q x) := by
    induction t with
    | zero => funext Q; simp [prefactor]
    | succ t ih =>
      rw [iteratedDeriv_succ, ih]
      funext Q
      have h := (HasDerivAt.comp_const_sub x Q
        (hasDerivAt_poly_gauss p (prefactor p t) (x - Q))).const_mul ((-1 : ℝ) ^ t)
      refine h.deriv.trans ?_
      simp only [prefactor, gauss, pow_succ (-1 : ℝ) t]
      ring
  unfold hermiteGauss
  rw [key, dGauss_eq]
```

The claim is \(\Lambda_t(x)=(-1)^t g^{(t)}(x)\) for every real \(p\). With \(u=x-Q\) one has \(du/dQ=-1\) (`comp_const_sub`), so each centre derivative turns \(q_t\) into \(-q_{t+1}\). `key` proves this as an identity between functions of \(Q\), because the inductive step must differentiate it.

```lean
/-- For `p > 0` the form factor of the Hermite Gaussian of order `t` is
`(-i k)ᵗ √(π/p) exp(-k²/(4p) - i k P)`. -/
theorem formFactor_hermiteGauss {p : ℝ} (hp : 0 < p) (P k : ℝ) (t : ℕ) :
    formFactor k (hermiteGauss p P t) =
      (-(I * k)) ^ t * (Real.sqrt (π / p) : ℂ) * cexp (-(k : ℂ) ^ 2 / (4 * p) - I * k * P) := by
  have h : formFactor k (hermiteGauss p P t) = (-1) ^ t * formFactor k (dGauss p P t) := by
    unfold formFactor
    rw [← integral_const_mul]
    congr 1
    funext x
    rw [hermiteGauss_eq]
    push_cast
    ring
  rw [h, formFactor_dGauss hp, neg_pow (I * (k : ℂ)) t]
  ring
```

For \(p>0\), \(F_k[\Lambda_t]=(-ik)^t\sqrt{\pi/p}\;e^{-k^2/(4p)-ikP}\). `h` pulls \((-1)^t\) out of the integral, and `neg_pow` merges it with \((ik)^t\). In the numerical instance the value becomes \(-1.304\,i\).

The sign can go wrong in two ways. Using \((ik)^t\) for \(\Lambda_t\) confuses \(\partial_P\) with \(\partial_x\), and the error shows only at odd \(t\). Omitting the outer brackets of `(-(I * k)) ^ t` would state \(-(ik)^t\), which has the wrong sign at every even \(t\), already at \(t=0\).

```lean
/-- For `p > 0` a finite sum of Hermite Gaussians with coefficients `Eₜ` has form factor
`(∑ₜ Eₜ (-i k)ᵗ) √(π/p) exp(-k²/(4p) - i k P)`. -/
theorem formFactor_expansion {p : ℝ} (hp : 0 < p) (P k : ℝ) (s : Finset ℕ) (E : ℕ → ℝ) :
    formFactor k (fun x => ∑ t ∈ s, E t * hermiteGauss p P t x) =
      (∑ t ∈ s, (E t : ℂ) * (-(I * k)) ^ t) * (Real.sqrt (π / p) : ℂ)
        * cexp (-(k : ℂ) ^ 2 / (4 * p) - I * k * P) := by
  have hi : ∀ t, Integrable
      (fun x : ℝ => (E t : ℂ) * (planeWave k x * (hermiteGauss p P t x : ℂ))) := by
    intro t
    have hH : Integrable (hermiteGauss p P t) := by
      rw [funext (hermiteGauss_eq p P t)]
      exact (integrable_dGauss hp P t).const_mul _
    exact (integrable_planeWave_mul k hH).const_mul _
  calc formFactor k (fun x => ∑ t ∈ s, E t * hermiteGauss p P t x)
      = ∫ x : ℝ, ∑ t ∈ s, (E t : ℂ) * (planeWave k x * (hermiteGauss p P t x : ℂ)) := by
        unfold formFactor
        congr 1
        funext x
        push_cast
        rw [Finset.mul_sum]
        exact Finset.sum_congr rfl fun t _ => by ring
    _ = ∑ t ∈ s, ∫ x : ℝ, (E t : ℂ) * (planeWave k x * (hermiteGauss p P t x : ℂ)) := by
        exact integral_finsetSum s (fun t _ => hi t)
    _ = _ := by
        rw [Finset.sum_mul, Finset.sum_mul]
        refine Finset.sum_congr rfl fun t _ => ?_
        have h := formFactor_hermiteGauss hp P k t
        unfold formFactor at h
        rw [integral_const_mul, h]
        ring

end

end HermiteGaussianFormFactor
```

`s` is a finite set of orders and `E` assigns a real coefficient \(E_t\) to each order. For \(p>0\),
\[ F_k\Big[\sum_{t\in s}E_t\Lambda_t\Big]=\Big(\sum_{t\in s}E_t(-ik)^t\Big)\sqrt{\frac{\pi}{p}}\;e^{-k^2/(4p)-ikP}, \]
and both sides vanish when `s` is empty. The argument is linearity. `hi` makes each term integrable, and the `calc` chain distributes the plane wave over the sum, exchanges sum and integral (`integral_finsetSum`), and inserts the previous theorem term by term.

```lean
#print axioms HermiteGaussianFormFactor.formFactor_hermiteGauss
-- 'HermiteGaussianFormFactor.formFactor_hermiteGauss' depends on axioms: [propext, Classical.choice, Quot.sound]
#print axioms HermiteGaussianFormFactor.formFactor_expansion
-- 'HermiteGaussianFormFactor.formFactor_expansion' depends on axioms: [propext, Classical.choice, Quot.sound]
```

## Scope and an alternative convention

In electronic-structure calculations the product of two primitive (uncontracted) Cartesian Gaussians along one axis is a finite sum \(\sum_t E_t\Lambda_t\), and the last theorem gives its plane-wave integral, in one dimension, for a single real exponent and centre, with the \(E_t\) given and not derived. Products over three axes, complex exponents and infinite expansions are not treated.

The form factor could instead have been Mathlib's Fourier integral, whose kernel is \(e^{-2\pi i wx}\) for a real frequency \(w\). Substituting \(k=2\pi w\), the main result would read \((2\pi i w)^t\sqrt{\pi/p}\;e^{-\pi^2w^2/p-2\pi i wP}\), and the real Gaussian would be cast to a complex-valued function in the statement. That version, the counter-example and the numerical values are worked on paper and are not theorems of the file.
